# For independent pairs, a product wavefunction is exact when each amplitude equation contains that pair's own energy shift

Take several hydrogen molecules in a minimal basis, so far apart that they do not interact. By symmetry, the ground state of each mixes only two configurations, the ground configuration and the doubly excited one. When two molecules are excited together, the whole system is in a quadruple excitation, so the equation for one double excitation contains quadruple coefficients as well as the total correlation energy. The summed contribution of the quadruples and the total energy both grow in size with the number of molecules, yet the amplitude on one molecule should not depend on the distant ones. What remains once they are combined?

Label the pairs by $i$. Let $K_i$ be the coupling between the two configurations of pair $i$, $2D_i$ its double excitation energy, and $c_i$ a real amplitude. To a set $S$ of excited pairs, assign the coefficient $c(S)=\prod_{i\in S}c_i$. For non-interacting pairs with two states each, this vector is an eigenvector with eigenvalue $E$ if and only if

$$K_i+(2D_i-K_ic_i)c_i=0\ \text{ for every } i,\qquad E=\sum_i K_ic_i .$$

The only shift left in the excitation energy of pair $i$ is its own energy $K_ic_i$. It is called exclusion-violating because it belongs to exciting pair $i$ a second time, which the exclusion principle forbids.

## Finitely many pairs that do not interact

The pairs are the elements of a finite type `ι`, which may be empty.

```lean
import Mathlib

open Finset

namespace FactorizedQuadruples

noncomputable section

variable {ι : Type*} [Fintype ι] [DecidableEq ι]
```

Each pair has a $2\times2$ Hamiltonian, with energies measured from its ground configuration. In the hydrogen example $K_i$ is an exchange integral; here $K_i$ and $D_i$ are given real numbers, not computed from orbitals.

```lean
/-- The Hamiltonian of one pair in the basis (ground, doubly excited), with coupling `K`
and excitation energy `2 * D`. -/
def pairBlock (K D : ℝ) : Matrix (Fin 2) (Fin 2) ℝ := !![0, K; K, 2 * D]
```

A configuration is a `Finset ι`, the set of excited pairs, and `occ` reads off the state of one pair.

```lean
/-- The state of pair `i` in the configuration `S`: `1` if the pair is excited, `0` if not. -/
def occ (S : Finset ι) (i : ι) : Fin 2 := if i ∈ S then 1 else 0
```

Independence enters through the Hamiltonian $H$, a sum of blocks that each change the state of one pair and leave the others alone. This is the Kronecker sum, written out on functions of subsets. In the row for $S$, matrix column 0 multiplies the coefficient with pair $i$ unexcited, `S.erase i`, and column 1 the coefficient with it excited, `insert i S`. The two proof fields establish linearity.

```lean
/-- The Hamiltonian of independent pairs: the Kronecker sum of the pair blocks, acting on
functions of the set of excited pairs. -/
def pairHamiltonian (K D : ι → ℝ) : (Finset ι → ℝ) →ₗ[ℝ] (Finset ι → ℝ) where
  toFun ψ S := ∑ i, (pairBlock (K i) (D i) (occ S i) 0 * ψ (S.erase i)
    + pairBlock (K i) (D i) (occ S i) 1 * ψ (insert i S))
  map_add' ψ φ := by
    ext S
    simp only [Pi.add_apply, ← Finset.sum_add_distrib]
    exact Finset.sum_congr rfl fun i _ => by ring
  map_smul' a ψ := by
    ext S
    simp only [Pi.smul_apply, smul_eq_mul, RingHom.id_apply, Finset.mul_sum]
    exact Finset.sum_congr rfl fun i _ => by ring
```

Writing out the blocks gives, for any wavefunction $\psi$,

$$(H\psi)(S)=\sum_{i\in S}\bigl[K_i\,\psi(S\setminus\{i\})+2D_i\,\psi(S)\bigr]+\sum_{i\notin S}K_i\,\psi(S\cup\{i\}).$$

This is `pairHamiltonian_apply`, stated further down. The residual identity and the eigenvector theorems below use independence through this formula, which lets the Schrödinger equation be compared pair by pair.

With an interaction the result fails in general. Suppose that exciting both of two pairs costs an additional energy $V$. The rows for no excitation and for one excited pair are unchanged, so they impose the same conditions as before, but the row with both pairs excited is then left with an error $Vc_1c_2$. Finiteness matters too: for infinitely many identical pairs with nonzero correlation energy, the total energy diverges.

## Quadruples that factorize, with unit weight on the reference

The product form says that exciting one pair does not alter the amplitude for exciting another. The empty product is 1, so the reference configuration, with no pair excited, has coefficient 1.

```lean
/-- The factorized wavefunction: the coefficient of a configuration is the product of the
amplitudes of its excited pairs. -/
def productState (c : ι → ℝ) : Finset ι → ℝ := fun S => ∏ i ∈ S, c i
```

This vector is not normalised. Its squared norm is $\prod_i(1+c_i^2)$, so the normalised coefficients are $c(S)/\prod_i\sqrt{1+c_i^2}$. The eigenvalue is unaffected.

The left-hand side of the amplitude equation gets its own name, $r_i=K_i+(2D_i-K_ic_i)c_i$.

```lean
/-- The left-hand side of the amplitude equation of pair `i`, in which the excitation energy
`2 * D i` is shifted by the pair's own energy `K i * c i`. -/
def pairResidual (K D c : ι → ℝ) (i : ι) : ℝ := K i + (2 * D i - K i * c i) * c i
```

The next theorem is the formula for $H$ given above. Its proof splits on whether $i\in S$ and evaluates the matrix entries.

```lean
/-- An excited pair contributes its excitation energy and a coupling to the configuration
without it; an unexcited pair contributes a coupling to the configuration with it added. -/
theorem pairHamiltonian_apply (K D : ι → ℝ) (ψ : Finset ι → ℝ) (S : Finset ι) :
    pairHamiltonian K D ψ S = ∑ i, if i ∈ S then K i * ψ (S.erase i) + 2 * D i * ψ S
      else K i * ψ (insert i S) := by
  simp only [pairHamiltonian, LinearMap.coe_mk, AddHom.coe_mk]
  refine Finset.sum_congr rfl fun i _ => ?_
  by_cases h : i ∈ S <;> simp [pairBlock, occ, h]
```

Now insert the product and subtract $\sum_iK_ic_i\,c(S)$, one pair at a time. For $i\notin S$ we have $c(S\cup\{i\})=c_i\,c(S)$, so the contribution is

$$K_ic_i\,c(S)-K_ic_i\,c(S)=0.$$

For $i\in S$ we have $c(S)=c_i\,c(S\setminus\{i\})$, which leaves

$$\bigl(K_i+2D_ic_i-K_ic_i^2\bigr)c(S\setminus\{i\})=r_i\,c(S\setminus\{i\}).$$

Summing over the pairs gives, for arbitrary amplitudes,

$$(Hc)(S)-\Bigl(\sum_iK_ic_i\Bigr)c(S)=\sum_{i\in S}r_i\,c(S\setminus\{i\}).$$

No amplitude is divided by, so any of them may vanish. The proof of `schrodinger_residual` makes the same split with `by_cases`; `Finset.mul_prod_erase` and `Finset.prod_insert` supply the two product rules, and `ring` does the algebra.

```lean
/-- For any amplitudes, the error of the factorized wavefunction in the Schrödinger equation
with energy `∑ i, K i * c i` is, at each configuration, a sum of pair residuals, each times
the product of the amplitudes of the other excited pairs. -/
theorem schrodinger_residual (K D c : ι → ℝ) (S : Finset ι) :
    pairHamiltonian K D (productState c) S - (∑ i, K i * c i) * productState c S
      = ∑ i ∈ S, pairResidual K D c i * productState c (S.erase i) := by
  have hS : ∑ i ∈ S, pairResidual K D c i * productState c (S.erase i)
      = ∑ i, if i ∈ S then pairResidual K D c i * productState c (S.erase i) else 0 := by
    rw [Finset.sum_ite_mem, Finset.univ_inter]
  rw [hS, pairHamiltonian_apply, Finset.sum_mul, ← Finset.sum_sub_distrib]
  refine Finset.sum_congr rfl fun i _ => ?_
  by_cases h : i ∈ S
  · -- an excited pair: split off its amplitude
    have hp : productState c S = c i * productState c (S.erase i) :=
      (Finset.mul_prod_erase S c h).symm
    rw [if_pos h, if_pos h, hp]
    unfold pairResidual
    ring
  · -- an unexcited pair: its coupling upwards cancels its share of the energy
    have hp : productState c (insert i S) = c i * productState c S := Finset.prod_insert h
    rw [if_neg h, if_neg h, hp]
    ring
```

The double excitation of a single pair $j$ shows the cancellation directly. Its row in the Schrödinger equation reads

$$K_j+2D_jc_j+\sum_{i\ne j}K_i\,c(\{i,j\})=E\,c_j .$$

With $c(\{i,j\})=c_ic_j$ and $E=\sum_iK_ic_i$, the quadruples minus the energy term give

$$\sum_{i\ne j}K_ic_ic_j-\sum_iK_ic_ic_j=-(K_jc_j)c_j .$$

The energies of all other pairs cancel. If there is only one pair, the sum over quadruples is empty and the whole energy term is exclusion-violating. The Lean proof factors $c_j$ out of the quadruple sum, then splits the total energy into pair $j$ and the rest with `Finset.add_sum_erase`.

```lean
/-- In the equation for the double excitation of pair `j`, the factorized quadruples cancel the
energy term except for the exclusion-violating part, the energy of pair `j` times its amplitude. -/
theorem quadruples_leave_epv (K c : ι → ℝ) (j : ι) :
    ∑ i ∈ univ.erase j, K i * productState c {i, j} - (∑ i, K i * c i) * c j
      = -(K j * c j) * c j := by
  have hq : ∑ i ∈ univ.erase j, K i * productState c {i, j}
      = (∑ i ∈ univ.erase j, K i * c i) * c j := by
    rw [Finset.sum_mul]
    refine Finset.sum_congr rfl fun i hi => ?_
    have hp : productState c {i, j} = c i * c j :=
      Finset.prod_pair (Finset.ne_of_mem_erase hi)
    rw [hp]
    ring
  have ht : K j * c j + ∑ i ∈ univ.erase j, K i * c i = ∑ i, K i * c i :=
    Finset.add_sum_erase univ (fun i => K i * c i) (Finset.mem_univ j)
  rw [hq, ← ht]
  ring
```

Without the product form, the quadruple coefficients are further unknowns and this row does not close. Setting them to zero, as configuration interaction with doubles does, leaves the full energy as the shift: $K_j+(2D_j-E)c_j=0$. For $N$ identical pairs with $D>0$, the lowest energy is then $D-\sqrt{D^2+NK^2}$, whose size grows only like $\sqrt N$ for large $N$ when $K\neq0$.

## An amplitude equation for every pair

The condition $r_i=0$ says that pair $i$ solves its own two-state problem: the vector $(1,c_i)$ is an eigenvector of its block with energy $K_ic_i$.

If the product vector is an eigenvector, the row for $S=\varnothing$ has no residual terms and gives $E=\sum_iK_ic_i$. The row for $S=\{i\}$ then reads $0=r_i\cdot1$. Conversely, if every $r_i$ vanishes, the residual identity makes every row hold, including those with many excited pairs. If even one equation fails, the row for that pair's double excitation fails with it.

Mathlib's `HasEigenvector` also requires a nonzero vector. This needs no extra condition, because $c(\varnothing)=1$ whatever the amplitudes are. The proof follows these steps: in the forward direction `congrFun` evaluates the eigenvalue equation at `∅` and `{i}`, and in the backward direction `Finset.sum_eq_zero` removes the residuals.

```lean
/-- The factorized wavefunction is an eigenvector with energy `E` exactly when every pair
satisfies its own amplitude equation with the exclusion-violating shift `K i * c i`, and `E`
is the sum of these shifts. -/
theorem productState_eigenvector_iff (K D c : ι → ℝ) (E : ℝ) :
    Module.End.HasEigenvector (pairHamiltonian K D) E (productState c) ↔
      (∀ i, K i + (2 * D i - K i * c i) * c i = 0) ∧ E = ∑ i, K i * c i := by
  have h1 : productState c ∅ = 1 := Finset.prod_empty
  constructor
  · intro h
    have hE := h.apply_eq_smul
    -- the reference configuration fixes the energy
    have hEs : E = ∑ i, K i * c i := by
      have h0 := schrodinger_residual K D c ∅
      rw [congrFun hE ∅, Pi.smul_apply, smul_eq_mul, h1, Finset.sum_empty] at h0
      linarith
    refine ⟨fun i => ?_, hEs⟩
    -- the double excitation of pair i gives its amplitude equation
    have hi := schrodinger_residual K D c {i}
    rw [congrFun hE {i}, Pi.smul_apply, smul_eq_mul, ← hEs, sub_self,
      Finset.sum_singleton, Finset.erase_singleton, h1, mul_one] at hi
    exact hi.symm
  · rintro ⟨hr, rfl⟩
    refine ⟨Module.End.mem_eigenspace_iff.mpr ?_, fun h0 => ?_⟩
    · ext S
      have hS := schrodinger_residual K D c S
      have hz : ∑ i ∈ S, pairResidual K D c i * productState c (S.erase i) = 0 :=
        Finset.sum_eq_zero fun i _ => by
          rw [show pairResidual K D c i = 0 from hr i, zero_mul]
      rw [hz] at hS
      rw [Pi.smul_apply, smul_eq_mul]
      exact sub_eq_zero.mp hS
    · have h2 := congrFun h0 ∅
      rw [h1, Pi.zero_apply] at h2
      exact one_ne_zero h2
```

The equivalence places no sign condition on $D_i$ and holds for any solution of the amplitude equations, so it covers excited states of product form as well. An eigenvector with no weight on the reference cannot be written this way.

## A doubly excited configuration above the ground configuration

The condition $D_i>0$ says that exciting a pair costs energy. It selects an explicit solution valid for every coupling, including zero. For $K_i\neq0$ the amplitude equation is the quadratic $K_ic_i^2-2D_ic_i-K_i=0$. Write $R_i=\sqrt{D_i^2+K_i^2}$. The root with the lower pair energy, in a form that also covers $K_i=0$, is

$$c_i=-\frac{K_i}{D_i+R_i}.$$

Since $K_i^2=(R_i-D_i)(R_i+D_i)$, its energy is $K_ic_i=D_i-R_i$. Substitution confirms the equation:

$$K_i+(2D_i-D_i+R_i)c_i=K_i+(D_i+R_i)c_i=0 .$$

Positivity is used to ensure $D_i+R_i\ne0$, which is `hne` in the proof. The intermediate statement `key` is the energy identity, and the last `linear_combination` is the substitution.

```lean
/-- For positive `D i`, the amplitudes `-K i / (D i + √(D i ^ 2 + K i ^ 2))` give a factorized
eigenvector whose energy is the sum of the pair energies `D i - √(D i ^ 2 + K i ^ 2)`. -/
theorem explicit_eigenvector (K D : ι → ℝ) (hD : ∀ i, 0 < D i) :
    Module.End.HasEigenvector (pairHamiltonian K D)
      (∑ i, (D i - √(D i ^ 2 + K i ^ 2)))
      (productState fun i => -K i / (D i + √(D i ^ 2 + K i ^ 2))) := by
  have key : ∀ i, K i * (-K i / (D i + √(D i ^ 2 + K i ^ 2)))
      = D i - √(D i ^ 2 + K i ^ 2) := by
    intro i
    have hs : √(D i ^ 2 + K i ^ 2) ^ 2 = D i ^ 2 + K i ^ 2 := Real.sq_sqrt (by positivity)
    have hne : D i + √(D i ^ 2 + K i ^ 2) ≠ 0 :=
      (add_pos_of_pos_of_nonneg (hD i) (Real.sqrt_nonneg _)).ne'
    have hc := div_mul_cancel₀ (-K i) hne
    apply mul_right_cancel₀ hne
    linear_combination K i * hc + hs
  rw [productState_eigenvector_iff]
  refine ⟨fun i => ?_, Finset.sum_congr rfl fun i _ => (key i).symm⟩
  have hne : D i + √(D i ^ 2 + K i ^ 2) ≠ 0 :=
    (add_pos_of_pos_of_nonneg (hD i) (Real.sqrt_nonneg _)).ne'
  have hc := div_mul_cancel₀ (-K i) hne
  linear_combination hc - (-K i / (D i + √(D i ^ 2 + K i ^ 2))) * key i
```

Without positivity the formula can fail. If $K_i=0$ and $D_i<0$, the energy $D_i-R_i=2D_i$ belongs to the pure doubly excited state, which has no component on the reference. The theorem identifies an eigenvalue and its vector; it does not state that this eigenvalue is the lowest.

## A nonzero coupling and an equation without the shift

The last theorem concerns one pair whose amplitude equation has lost its shift: $K+2Dc=0$. Its energy is then

$$Kc=-\frac{K^2}{2D}=-2Dc^2,$$

the second-order energy of this two-state model when the coupling $K$ is the perturbation and $2D$ is the full energy difference between the two configurations, not a difference of orbital energies. To compare it with $D-\sqrt{D^2+K^2}$, substitute $K=-2Dc$:

$$(D+2Dc^2)^2=D^2+K^2+(2Dc^2)^2 .$$

The condition $K\ne0$ means that the pair is correlated. It forces $c\ne0$, so the last square is positive. Since $D>0$, the left-hand base is positive too, and taking roots gives $\sqrt{D^2+K^2}<D+2Dc^2$, hence $Kc<D-\sqrt{D^2+K^2}$. Dropping the shift overestimates the size of the correlation energy.

In the proof, `hc` uses $K\neq0$, `Real.sqrt_lt'` turns the upper bound on the square root into an inequality between squares, and `nlinarith` closes it with the positive square `hsq`. If $K=0$ and $D>0$, both energies are zero and the strict inequality fails. If $D<0$ and $K\ne0$, the unshifted energy is positive while $D-\sqrt{D^2+K^2}$ is negative, so the order is reversed.

```lean
/-- If the exclusion-violating shift is dropped from the amplitude equation of a pair with
`D > 0` and `K ≠ 0`, the pair energy `K * c` falls strictly below `D - √(D ^ 2 + K ^ 2)`. -/
theorem unshifted_energy_too_low {K D c : ℝ} (hD : 0 < D) (hK : K ≠ 0)
    (h : K + 2 * D * c = 0) : K * c < D - √(D ^ 2 + K ^ 2) := by
  have hKc : K = -2 * D * c := by linarith
  have hc : c ≠ 0 := fun h0 => hK (by rw [hKc, h0, mul_zero])
  have hpos : 0 < 2 * D * c ^ 2 := by positivity
  have he : K * c = -(2 * D * c ^ 2) := by rw [hKc]; ring
  have hlt : √(D ^ 2 + K ^ 2) < D + 2 * D * c ^ 2 := by
    rw [Real.sqrt_lt' (by linarith), hKc]
    -- the two sides differ by the square of the unshifted pair energy
    have hsq : 0 < (2 * D * c ^ 2) ^ 2 := by positivity
    nlinarith [hsq]
  linarith

end

end FactorizedQuadruples
```

```lean
#print axioms FactorizedQuadruples.quadruples_leave_epv
#print axioms FactorizedQuadruples.productState_eigenvector_iff
#print axioms FactorizedQuadruples.explicit_eigenvector
#print axioms FactorizedQuadruples.unshifted_energy_too_low
```

```
'FactorizedQuadruples.quadruples_leave_epv' depends on axioms: [propext, Classical.choice, Quot.sound]
'FactorizedQuadruples.productState_eigenvector_iff' depends on axioms: [propext, Classical.choice, Quot.sound]
'FactorizedQuadruples.explicit_eigenvector' depends on axioms: [propext, Classical.choice, Quot.sound]
'FactorizedQuadruples.unshifted_energy_too_low' depends on axioms: [propext, Classical.choice, Quot.sound]
```

## The shift in an iterative doubles calculation

The amplitude equations can be solved by iteration, with the shift placed in the energy denominator. For this non-interacting two-state model with $D_i>0$, such an update is

$$c_i\leftarrow-\frac{K_i}{2D_i-K_ic_i},$$

with the current pair energy in the denominator. Starting from $c_i=0$, the first pass gives the unshifted amplitude, and later passes bring in the shift.

A small case makes a convenient check on an implementation. With $D=4$ and $K=3$ in any energy unit, the first pass gives $c=-3/8$ and a pair energy of $-9/8$. The iteration settles at $c=-1/3$ with energy $-1$, or normalised coefficients $3/\sqrt{10}$ and $-1/\sqrt{10}$. Adding further non-interacting pairs should leave this amplitude unchanged and simply add their energies. If the amplitude drifts as correlated pairs are added, one possible cause is an update that uses the total correlation energy where the pair's own energy belongs.
